# When a time-stepped Bloch oscillation stays bounded: a criterion on the phase advance

An electron in a one-dimensional tight-binding band, pushed by a constant force F, has a quasimomentum k that changes linearly in time while its velocity oscillates. A simulation samples this velocity at discrete times and adds up the displacements. The question is whether the computed position stays bounded, as it does in continuous time for F ≠ 0.

The lattice constant and ħ are one. The letter t is the hopping amplitude, not time, and h is the time step, not Planck's constant. The band energy ε and group velocity v are

ε(k) = −2t cos k,  v(k) = 2t sin k.

```lean
import Mathlib

open scoped Real

namespace DiscreteBlochOscillation

noncomputable section

/-- Energy of a tight-binding band with hopping `t` at quasimomentum `k`
(lattice constant and reduced Planck constant equal to one). -/
def bandEnergy (t k : ℝ) : ℝ := -2 * t * Real.cos k

/-- Group velocity of the tight-binding band at quasimomentum `k`. -/
def groupVelocity (t k : ℝ) : ℝ := 2 * t * Real.sin k
```

The initial position is x_0 and the initial quasimomentum is k0. Each step advances the quasimomentum by the phase θ and uses the velocity at the start of the step:

x_(n+1) = x_n + h v(k0 + nθ).

In Lean, x_n is `position t h θ k0 x0 n`, with `n` a natural number and all other arguments real. For a constant force θ = Fh, but this identification is not in the hypotheses: θ is a free real number. Scattering, interband tunnelling and rounding are absent from the model.

```lean
/-- Position after `n` time steps of length `h`, starting from `x0`, when the quasimomentum
starts at `k0` and advances by `θ` per step. -/
def position (t h θ k0 x0 : ℝ) : ℕ → ℝ
  | 0 => x0
  | n + 1 => position t h θ k0 x0 n + h * groupVelocity t (k0 + n * θ)
```

Bounded means that a single constant C satisfies |x_n| ≤ C for all n. It may depend on k0 and the other parameters.

```lean
/-- A sequence of positions stays within a fixed distance of the origin. -/
def StaysBounded (x : ℕ → ℝ) : Prop := ∃ C : ℝ, ∀ n, |x n| ≤ C
```

## (a) The velocity as the slope of the band

Show that the velocity used in the stepping rule is the group velocity of the band:

dε/dk = v(k).

Since the derivative of cos k is −sin k, the derivative of −2t cos k is 2t sin k. Lean multiplies the known derivative of the cosine by the constant −2t; `HasDerivAt` states both that the derivative exists and what it equals.

```lean
/-- The group velocity is the derivative of the band energy with respect to quasimomentum. -/
theorem hasDerivAt_bandEnergy (t k : ℝ) :
    HasDerivAt (bandEnergy t) (groupVelocity t k) k := by
  have hd : HasDerivAt (fun q => -2 * t * Real.cos q) (groupVelocity t k) k :=
    ((Real.hasDerivAt_cos k).const_mul (-2 * t)).congr_deriv (by
      simp only [groupVelocity]
      ring)
  exact hd
```

## (b) A telescoping displacement

Show that, for every n,

sin(θ/2) (x_n − x_0) = th [cos(k0 − θ/2) − cos(k0 + nθ − θ/2)].

Adding up the steps gives

x_n − x_0 = 2th Σ_(j=0)^(n−1) sin(k0 + jθ).

Multiply by sin(θ/2) and use, for each j,

2 sin(θ/2) sin(k0 + jθ) = cos(k0 + jθ − θ/2) − cos(k0 + jθ + θ/2).

The second cosine of each term cancels the first cosine of the next, so only the two end terms remain. For n = 0 both sides vanish.

Lean replaces the sum by induction on n. The identities `e1` and `e2` expand the two half-step cosines, and `linear_combination ih` adds the new term to the induction hypothesis.

```lean
/-- The displacement multiplied by `sin (θ / 2)` is a difference of two cosines. -/
theorem displacement_telescopes (t h θ k0 x0 : ℝ) (n : ℕ) :
    Real.sin (θ / 2) * (position t h θ k0 x0 n - x0) =
      t * h * (Real.cos (k0 - θ / 2) - Real.cos (k0 + n * θ - θ / 2)) := by
  induction n with
  | zero => simp [position]
  | succ n ih =>
    -- the two half-step cosines differ by twice a product of sines
    have e1 := Real.cos_sub (k0 + n * θ) (θ / 2)
    have e2 : Real.cos (k0 + ((n + 1 : ℕ) : ℝ) * θ - θ / 2) =
        Real.cos (k0 + n * θ) * Real.cos (θ / 2)
          - Real.sin (k0 + n * θ) * Real.sin (θ / 2) := by
      rw [← Real.cos_add]
      congr 1
      push_cast
      ring
    rw [e1] at ih
    rw [e2]
    simp only [position, groupVelocity]
    linear_combination ih
```

## (c) A nonzero divisor

Suppose that θ is not an integer multiple of 2π, written in Lean as `∀ m : ℤ, θ ≠ m * (2 * π)`. Show that

sin(θ/2) ≠ 0.

If the sine vanished, θ/2 would equal mπ for some integer m. Then θ = 2πm, contrary to the assumption.

```lean
/-- If the phase advance is not an integer multiple of `2π`, then `sin (θ / 2)` is nonzero. -/
theorem sin_half_ne_zero {θ : ℝ} (hθ : ∀ m : ℤ, θ ≠ m * (2 * π)) :
    Real.sin (θ / 2) ≠ 0 := by
  intro hs
  obtain ⟨m, hm⟩ := Real.sin_eq_zero_iff.mp hs
  exact hθ m (by linarith)
```

## (d) A bound on the excursion

Under the same assumption, show that, for every n,

|x_n − x_0| ≤ 2|th| / |sin(θ/2)|.

Take absolute values in (b). Two cosines differ by at most 2, so

|sin(θ/2)| |x_n − x_0| ≤ 2|th|.

Divide by |sin(θ/2)|, which is positive by (c). The bound does not depend on k0. In the proof, `key` is the absolute value of (b) and `hc` is the estimate for the cosines.

```lean
/-- If the phase advance is not an integer multiple of `2π`, the displacement never exceeds
`2 |t h| / |sin (θ / 2)|`. -/
theorem displacement_le (t h k0 x0 : ℝ) {θ : ℝ} (hθ : ∀ m : ℤ, θ ≠ m * (2 * π)) (n : ℕ) :
    |position t h θ k0 x0 n - x0| ≤ 2 * |t * h| / |Real.sin (θ / 2)| := by
  rw [le_div_iff₀ (abs_pos.mpr (sin_half_ne_zero hθ))]
  have key := congrArg abs (displacement_telescopes t h θ k0 x0 n)
  rw [abs_mul, abs_mul] at key
  -- two cosines differ by at most two
  have hc : |Real.cos (k0 - θ / 2) - Real.cos (k0 + n * θ - θ / 2)| ≤ 2 := by
    rw [abs_le]
    constructor <;>
      linarith [Real.neg_one_le_cos (k0 - θ / 2), Real.cos_le_one (k0 - θ / 2),
        Real.neg_one_le_cos (k0 + n * θ - θ / 2), Real.cos_le_one (k0 + n * θ - θ / 2)]
  nlinarith [mul_le_mul_of_nonneg_left hc (abs_nonneg (t * h))]
```

## (e) Steady drift

Now let θ = 2πm with m an integer. Show that

x_n = x_0 + n h v(k0).

At step n the sampled velocity is

2t sin(k0 + 2πnm) = 2t sin k0 = v(k0).

Every step therefore adds the same displacement h v(k0). Lean proves this by induction, with `hs` supplying the periodicity of the sine.

For m = 0 there is no force, and the drift is genuine free motion. For m ≠ 0 it is aliasing: the sampling times are whole Bloch periods apart, so the simulation never sees the velocity change.

```lean
/-- If the phase advance is an integer multiple of `2π`, the computed position changes by
the same amount, `h` times the initial group velocity, in every step. -/
theorem aliased_drift (t h k0 x0 : ℝ) {θ : ℝ} {m : ℤ} (hθ : θ = m * (2 * π)) (n : ℕ) :
    position t h θ k0 x0 n = x0 + n * (h * groupVelocity t k0) := by
  subst hθ
  induction n with
  | zero => simp [position]
  | succ n ih =>
    -- every step samples the same velocity
    have hs : Real.sin (k0 + n * ((m : ℝ) * (2 * π))) = Real.sin k0 := by
      rw [← Real.sin_add_int_mul_two_pi k0 ((n : ℤ) * m)]
      congr 1
      push_cast
      ring
    simp only [position, groupVelocity] at ih ⊢
    rw [ih, hs]
    push_cast
    ring
```

## (f) The criterion for one initial quasimomentum

Let t ≠ 0 and h ≠ 0, and fix k0. Show that

(x_n) is bounded ⇔ θ is not an integer multiple of 2π, or sin k0 = 0.

If θ is not a multiple of 2π, (d) gives

|x_n| ≤ |x_0| + 2|th| / |sin(θ/2)|.

If θ is a multiple of 2π and sin k0 = 0, then (e) gives x_n = x_0 for all n.

In the remaining case the displacement per step, d = 2th sin k0, is nonzero, and

|x_n| ≥ n|d| − |x_0|.

This exceeds any proposed bound C once n > (C + |x_0|)/|d|. Lean splits the cases with `by_cases` and obtains such an n from `exists_nat_gt`.

```lean
/-- For nonzero hopping and time step and a given initial quasimomentum `k0`, the positions stay
bounded exactly when `θ` is not an integer multiple of `2π` or `sin k0` vanishes. -/
theorem staysBounded_iff {t h : ℝ} (ht : t ≠ 0) (hh : h ≠ 0) (θ k0 x0 : ℝ) :
    StaysBounded (position t h θ k0 x0) ↔
      (∀ m : ℤ, θ ≠ m * (2 * π)) ∨ Real.sin k0 = 0 := by
  by_cases hθ : ∀ m : ℤ, θ ≠ m * (2 * π)
  · refine ⟨fun _ => Or.inl hθ, fun _ =>
      ⟨|x0| + 2 * |t * h| / |Real.sin (θ / 2)|, fun n => ?_⟩⟩
    linarith [displacement_le t h k0 x0 hθ n,
      abs_sub_abs_le_abs_sub (position t h θ k0 x0 n) x0]
  · obtain ⟨m, hm'⟩ := not_forall.mp hθ
    have hm : θ = m * (2 * π) := not_ne_iff.mp hm'
    constructor
    · rintro ⟨C, hC⟩
      right
      by_contra hk
      have hv : h * groupVelocity t k0 ≠ 0 :=
        mul_ne_zero hh (mul_ne_zero (mul_ne_zero two_ne_zero ht) hk)
      -- a steady drift eventually passes any proposed bound
      obtain ⟨n, hn⟩ := exists_nat_gt ((C + |x0|) / |h * groupVelocity t k0|)
      rw [div_lt_iff₀ (abs_pos.mpr hv)] at hn
      have h1 := hC n
      rw [aliased_drift t h k0 x0 hm n] at h1
      have h2 := abs_sub_abs_le_abs_sub ((n : ℝ) * (h * groupVelocity t k0)) (-x0)
      rw [abs_neg, sub_neg_eq_add, add_comm ((n : ℝ) * (h * groupVelocity t k0)) x0,
        abs_mul, Nat.abs_cast] at h2
      linarith
    · rintro (h' | hk)
      · exact absurd h' hθ
      · refine ⟨|x0|, fun n => ?_⟩
        rw [aliased_drift t h k0 x0 hm n]
        simp [groupVelocity, hk]
```

## (g) The criterion for all initial quasimomenta

Let t > 0 and h > 0. Show that

(x_n) is bounded for every real k0 ⇔ θ ≠ 2πm for every integer m.

If θ is not a multiple of 2π, (f) gives boundedness for each k0. Conversely, apply (f) at k0 = π/2. There sin k0 = 1, so boundedness leaves only the first alternative.

For this cosine band and this stepping rule, with a constant force F ≠ 0, the criterion singles out the step sizes h = 2πm/|F| with m = 1, 2, 3, and so on. At these step sizes an electron that should oscillate drifts steadily instead, unless sin k0 = 0. Other bands or stepping rules can have a different criterion.

```lean
/-- For positive hopping and time step, the discretized Bloch oscillation stays bounded for every
initial quasimomentum if and only if the phase advance is not an integer multiple of `2π`. -/
theorem bounded_for_all_momenta_iff {t h : ℝ} (ht : 0 < t) (hh : 0 < h) (θ x0 : ℝ) :
    (∀ k0 : ℝ, StaysBounded (position t h θ k0 x0)) ↔ ∀ m : ℤ, θ ≠ m * (2 * π) := by
  constructor
  · intro H
    -- the fastest initial quasimomentum detects the drift
    rcases (staysBounded_iff ht.ne' hh.ne' θ (π / 2) x0).mp (H (π / 2)) with hθ | hk
    · exact hθ
    · rw [Real.sin_pi_div_two] at hk
      exact absurd hk one_ne_zero
  · exact fun hθ k0 => (staysBounded_iff ht.ne' hh.ne' θ k0 x0).mpr (Or.inl hθ)
```

## (h) Exact repetition

Suppose that Nθ = 2πm for a natural number N and an integer m, while θ itself is not an integer multiple of 2π. Show that, for every n,

x_(n+N) = x_n.

Write (b) for n + N and for n, and subtract. The final cosines agree because their arguments differ by 2πm, so

sin(θ/2) (x_(n+N) − x_n) = 0.

By (c) the sine can be cancelled. In Lean, `hc` is the equality of the cosines and `mul_left_cancel₀` does the cancellation. The case N = 0 is allowed and says nothing.

```lean
/-- If `N` steps advance the phase by an integer multiple of `2π` but a single step does not,
the computed position repeats exactly after `N` steps. -/
theorem position_periodic (t h k0 x0 : ℝ) {θ : ℝ} (hθ : ∀ m : ℤ, θ ≠ m * (2 * π))
    {N : ℕ} {m : ℤ} (hN : N * θ = m * (2 * π)) (n : ℕ) :
    position t h θ k0 x0 (n + N) = position t h θ k0 x0 n := by
  apply mul_left_cancel₀ (sin_half_ne_zero hθ)
  have hc : Real.cos (k0 + ((n + N : ℕ) : ℝ) * θ - θ / 2) =
      Real.cos (k0 + n * θ - θ / 2) := by
    rw [← Real.cos_add_int_mul_two_pi (k0 + n * θ - θ / 2) m]
    congr 1
    push_cast
    linear_combination hN
  linear_combination displacement_telescopes t h θ k0 x0 (n + N)
    - displacement_telescopes t h θ k0 x0 n - t * h * hc
```

## (i) Steps shorter than a Bloch period

Let t > 0 and h > 0. Show that, for every k0,

0 < |θ| < 2π ⇒ (x_n) is bounded.

If θ were 2πm, then |m| < 1, so m = 0 and θ = 0, which is excluded. Hence (g) applies.

With θ = Fh, the condition says that the force is nonzero and the time step is shorter than one Bloch period. Boundedness is not accuracy. Let |θ| approach 2π from below with t and h fixed. In (b) the last cosine then sweeps almost the whole range from −1 to 1 as n grows, while sin(θ/2) tends to zero, so the largest computed excursion grows without limit. In continuous time the excursion is at most 4t/|F|, which stays finite in this limit.

```lean
/-- For positive hopping and time step, a nonzero phase advance smaller than `2π` in magnitude
gives bounded positions for every initial quasimomentum. -/
theorem bounded_of_small_phase {t h θ : ℝ} (ht : 0 < t) (hh : 0 < h) (h0 : θ ≠ 0)
    (hlt : |θ| < 2 * π) (k0 x0 : ℝ) : StaysBounded (position t h θ k0 x0) := by
  refine (bounded_for_all_momenta_iff ht hh θ x0).mpr (fun m hm => ?_) k0
  have hp : (0 : ℝ) < 2 * π := by positivity
  rw [hm, abs_mul, abs_of_pos hp] at hlt
  -- the only integer of magnitude below one is zero
  have h1 : |(m : ℝ)| < 1 := by nlinarith
  have h2 : |m| < 1 := by exact_mod_cast h1
  have h3 : m = 0 := Int.abs_lt_one_iff.mp h2
  exact h0 (by rw [hm, h3]; simp)

end

end DiscreteBlochOscillation
```

```lean
#print axioms DiscreteBlochOscillation.hasDerivAt_bandEnergy
-- 'DiscreteBlochOscillation.hasDerivAt_bandEnergy' depends on axioms: [propext, Classical.choice, Quot.sound]
#print axioms DiscreteBlochOscillation.bounded_for_all_momenta_iff
-- 'DiscreteBlochOscillation.bounded_for_all_momenta_iff' depends on axioms: [propext, Classical.choice, Quot.sound]
#print axioms DiscreteBlochOscillation.position_periodic
-- 'DiscreteBlochOscillation.position_periodic' depends on axioms: [propext, Classical.choice, Quot.sound]
#print axioms DiscreteBlochOscillation.bounded_of_small_phase
-- 'DiscreteBlochOscillation.bounded_of_small_phase' depends on axioms: [propext, Classical.choice, Quot.sound]
```
